# Where a differentiable single orbital in one dimension is nonzero, its current-corrected kinetic energy density equals the von Weizsäcker one

For one complex orbital φ on the real line, differentiable at x and nonzero there, `single_orbital` states that τ − j²/(2n) = n′²/(8n) at x. Here n = |φ|² is the density, j = Im(φ\*φ′) the paramagnetic current density and τ = ½|φ′|² the kinetic energy density, in atomic units; φ need not be normalised. The attempt puts in n′ = 2 Re(φ\*φ′) from `hasDerivAt_density` and proves as `hm` that the squares of the real and imaginary parts of φ\*φ′ add up to |φ|²|φ′|². It then clears the denominators with `field_simp` and tries to close the goal with a multiple of `hm`.

As first written in Lean, the proof fails:

```lean
import Mathlib

open Complex ComplexConjugate

namespace SingleOrbital

noncomputable section

variable {ι : Type*} [Fintype ι]

/-- The particle density `n = ∑ |ψ i|²`. -/
def density (ψ : ι → ℝ → ℂ) (x : ℝ) : ℝ := ∑ i, normSq (ψ i x)

/-- The paramagnetic current density `j = ∑ Im (ψ i* ψ i')`. -/
def current (ψ : ι → ℝ → ℂ) (x : ℝ) : ℝ :=
  ∑ i, (conj (ψ i x) * deriv (ψ i) x).im

/-- The kinetic energy density `τ = ½ ∑ |ψ i'|²`, in atomic units. -/
def kinetic (ψ : ι → ℝ → ℂ) (x : ℝ) : ℝ :=
  (1 / 2) * ∑ i, normSq (deriv (ψ i) x)

/-- The current-corrected kinetic energy density `τ - j² / (2n)`, for nonzero density. -/
def intrinsic (ψ : ι → ℝ → ℂ) (x : ℝ) : ℝ :=
  kinetic ψ x - current ψ x ^ 2 / (2 * density ψ x)

/-- The von Weizsäcker kinetic energy density `n'² / (8n)`, for nonzero density. -/
def weizsacker (ψ : ι → ℝ → ℂ) (x : ℝ) : ℝ :=
  deriv (density ψ) x ^ 2 / (8 * density ψ x)

variable {χ : ℝ → ℝ} {ψ : ι → ℝ → ℂ} {x : ℝ}

/-- For differentiable orbitals the density has derivative `n' = 2 ∑ Re (ψ i* ψ i')`. -/
theorem hasDerivAt_density (hψ : ∀ i, DifferentiableAt ℝ (ψ i) x) :
    HasDerivAt (density ψ) (2 * ∑ i, (conj (ψ i x) * deriv (ψ i) x).re) x := by
  have h : ∀ i, HasDerivAt (fun y => normSq (ψ i y))
      (2 * (conj (ψ i x) * deriv (ψ i) x).re) x := by
    intro i
    have hre : HasDerivAt (fun y => (ψ i y).re) (deriv (ψ i) x).re x :=
      reCLM.hasFDerivAt.comp_hasDerivAt x (hψ i).hasDerivAt
    have him : HasDerivAt (fun y => (ψ i y).im) (deriv (ψ i) x).im x :=
      imCLM.hasFDerivAt.comp_hasDerivAt x (hψ i).hasDerivAt
    simp only [normSq_apply]
    refine ((hre.fun_mul hre).fun_add (him.fun_mul him)).congr_deriv ?_
    simp
    ring
  rw [Finset.mul_sum]
  exact HasDerivAt.fun_sum (fun i _ => h i)

/-- A single differentiable orbital satisfies `τ - j² / (2n) = n'² / (8n)` wherever it is
nonzero. -/
theorem single_orbital {φ : ℝ → ℂ} (hφ : DifferentiableAt ℝ φ x) (h0 : φ x ≠ 0) :
    intrinsic (fun _ : Fin 1 => φ) x = weizsacker (fun _ : Fin 1 => φ) x := by
  have hs : normSq (φ x) ≠ 0 := fun h => h0 (normSq_eq_zero.1 h)
  have hd := (hasDerivAt_density (ψ := fun _ : Fin 1 => φ) (fun _ => hφ)).deriv
  rw [intrinsic, weizsacker, hd]
  simp only [kinetic, current, density, Fin.sum_univ_one]
  -- for one orbital, `|φ* φ'|² = |φ|² |φ'|²`
  have hm : (conj (φ x) * deriv φ x).re ^ 2 + (conj (φ x) * deriv φ x).im ^ 2
      = normSq (φ x) * normSq (deriv φ x) := by
    simp [normSq_apply]
    ring
  field_simp
  linear_combination (-4) * hm

end

end SingleOrbital
```

Messages:

```
Main.lean:63:2: error: ring failed, ring expressions not equal
x : ℝ
φ : ℝ → ℂ
hφ : DifferentiableAt ℝ φ x
h0 : φ x ≠ 0
hs : normSq (φ x) ≠ 0
hd : deriv (density fun x => φ) x = 2 * ∑ i, ((starRingEnd ℂ) (φ x) * deriv φ x).re
hm :
  ((starRingEnd ℂ) (φ x) * deriv φ x).re ^ 2 + ((starRingEnd ℂ) (φ x) * deriv φ x).im ^ 2 =
    normSq (φ x) * normSq (deriv φ x)
⊢ normSq (deriv φ x) * normSq (φ x) * 4 - ((starRingEnd ℂ) (φ x) * deriv φ x).im ^ 2 * 4 -
      ((starRingEnd ℂ) (φ x) * deriv φ x).re ^ 2 * 4 =
    0
```

The message says that the goal left by `field_simp` does not follow from `hm` with the coefficient −4. `linear_combination (-4) * hm` subtracts that multiple of `hm` from the goal and asks `ring` to check that nothing is left. What is left is 4|φ|²|φ′|² − 4 Im(φ\*φ′)² − 4 Re(φ\*φ′)², which vanishes by `hm` but not by algebra alone, and `ring` doesn't use hypotheses.

The remainder is itself −4 times `hm` (left side minus right), so only half of what was needed had been subtracted: after `field_simp` the two sides differ by −8 times `hm`, and the right coefficient was −8. The physics and the identity `hm` were sound.

The repair calls `linarith [hm]`, which finds the coefficient itself. It can do so because the goal is linear in `hm` once the squares and the product |φ|²|φ′|² are treated as single quantities. Naming `hm` in the brackets is optional, since `linarith` also reads the local hypotheses.

As a diff, the version that Lean accepts:

```diff
@@ -61,5 +61,5 @@
     ring
   field_simp
-  linear_combination (-4) * hm
+  linarith [hm]
 
 end
```
